# The soft-photon matching rule $\ln l=\ln 2k_{\min}-5/6$ between a photon mass and a momentum cutoff

To compare two infrared regulators for the electron's self-energy in the Lamb shift, a photon mass $l>0$ and a lower momentum cutoff $k_{\min}>0$ on massless photons, the Lean file below puts both into a single soft-photon density, integrated from $0$ in the first case and from $k_{\min}$ in the second. The two integrals, taken up to a common momentum $K$, agree as $K\to\infty$ exactly when $\ln l=\ln 2k_{\min}-5/6$.

```lean
import Mathlib

open Filter Topology

namespace LambShiftPhotonMass

noncomputable section

/-- Energy of a photon of mass `l` and momentum `k`, in units with `ħ = c = 1`. -/
def omega (l k : ℝ) : ℝ := √(k ^ 2 + l ^ 2)

/-- Soft-photon density summed over polarizations and averaged over directions,
for `k` and `l` not both zero. -/
def softDensity (l k : ℝ) : ℝ :=
  k ^ 2 / omega l k ^ 3 * (1 - k ^ 2 / (3 * omega l k ^ 2))

/-- Share of the two transverse polarizations, for `k` and `l` not both zero. -/
def transverseDensity (l k : ℝ) : ℝ := k ^ 2 / omega l k ^ 3 * (2 / 3)

/-- Share of the longitudinal polarization, for `k` and `l` not both zero. -/
def longitudinalDensity (l k : ℝ) : ℝ :=
  k ^ 2 / omega l k ^ 3 * (l ^ 2 / (3 * omega l k ^ 2))

/-- Soft-photon integral: `3/2` times the integral of `softDensity l` from `a` to `K`; its domain is
`l > 0`, or `l = 0` with `a` and `K` positive. -/
def softIntegral (l a K : ℝ) : ℝ := 3 / 2 * ∫ k in a..K, softDensity l k

/-- A photon of positive mass has positive energy, and its energy and momentum obey
the relativistic dispersion relation. -/
theorem omega_pos_and_sq {l : ℝ} (hl : 0 < l) (k : ℝ) :
    0 < omega l k ∧ omega l k ^ 2 = k ^ 2 + l ^ 2 :=
  ⟨Real.sqrt_pos.2 (by positivity), Real.sq_sqrt (by positivity)⟩

/-- For positive photon mass the soft-photon density is the sum of its transverse and
longitudinal shares. -/
theorem softDensity_split {l : ℝ} (hl : 0 < l) (k : ℝ) :
    softDensity l k = transverseDensity l k + longitudinalDensity l k := by
  obtain ⟨hp, hs⟩ := omega_pos_and_sq hl k
  have h0 := hp.ne'
  have h : 1 - k ^ 2 / (3 * omega l k ^ 2) = 2 / 3 + l ^ 2 / (3 * omega l k ^ 2) := by
    field_simp
    linear_combination hs
  unfold softDensity transverseDensity longitudinalDensity
  rw [h, mul_add]

/-- For positive photon mass, the energy changes with momentum at the rate `k / ω`, and this
velocity changes at the rate `l² / ω³`. -/
theorem hasDerivAt_energy_velocity {l : ℝ} (hl : 0 < l) (k : ℝ) :
    HasDerivAt (omega l) (k / omega l k) k ∧
    HasDerivAt (fun q => q / omega l q) (l ^ 2 / omega l k ^ 3) k := by
  obtain ⟨hp, hs⟩ := omega_pos_and_sq hl k
  have h0 := hp.ne'
  have h1 : HasDerivAt (fun x : ℝ => x ^ 2 + l ^ 2) (2 * k) k := by
    simpa using (hasDerivAt_pow 2 k).add_const (l ^ 2)
  have h2 : HasDerivAt (omega l) (k / omega l k) k :=
    (h1.sqrt (by positivity)).congr_deriv (mul_div_mul_left k _ two_ne_zero)
  refine ⟨h2, ((hasDerivAt_id' k).fun_div h2 h0).congr_deriv ?_⟩
  field_simp
  linear_combination hs

/-- For positive photon mass both polarization shares are continuous in the momentum. -/
theorem continuous_densities {l : ℝ} (hl : 0 < l) :
    Continuous (transverseDensity l) ∧ Continuous (longitudinalDensity l) := by
  have hc : Continuous (omega l) := by
    unfold omega
    fun_prop
  have h0 : ∀ k, omega l k ≠ 0 := fun k => (omega_pos_and_sq hl k).1.ne'
  have h1 : Continuous (fun k => k ^ 2 / omega l k ^ 3) :=
    (continuous_pow 2).div (hc.pow 3) (fun k => pow_ne_zero 3 (h0 k))
  exact ⟨h1.mul continuous_const, h1.mul (continuous_const.div
    (continuous_const.mul (hc.pow 2))
    (fun k => mul_ne_zero three_ne_zero (pow_ne_zero 2 (h0 k))))⟩

/-- Exact values of `3/2` times the integrals of the transverse and longitudinal densities from
momentum `0` to `K`, for positive photon mass. -/
theorem closed_forms {l : ℝ} (hl : 0 < l) (K : ℝ) :
    3 / 2 * (∫ k in (0 : ℝ)..K, transverseDensity l k) =
      Real.log ((K + omega l K) / l) - K / omega l K ∧
    3 / 2 * (∫ k in (0 : ℝ)..K, longitudinalDensity l k) = (K / omega l K) ^ 3 / 6 := by
  have hsum : ∀ k, k + omega l k ≠ 0 := by
    intro k
    obtain ⟨hp, hs⟩ := omega_pos_and_sq hl k
    intro h
    have hk : omega l k = -k := by linarith
    rw [hk] at hs
    nlinarith [pow_pos hl 2]
  have hzero : omega l 0 = l := by simp [omega, Real.sqrt_sq hl.le]
  constructor
  · -- the primitive is 2/3 times a logarithm minus the velocity, `2/3 * (log - v)`
    have hd : ∀ k ∈ Set.uIcc 0 K, HasDerivAt
        (fun q => 2 / 3 * (Real.log (q + omega l q) - q / omega l q))
        (transverseDensity l k) k := by
      intro k _
      obtain ⟨hp, hs⟩ := omega_pos_and_sq hl k
      have h0 := hp.ne'
      obtain ⟨h1, h2⟩ := hasDerivAt_energy_velocity hl k
      have h3 : HasDerivAt (fun q => Real.log (q + omega l q)) (1 / omega l k) k := by
        refine (((hasDerivAt_id' k).fun_add h1).log (hsum k)).congr_deriv ?_
        have e : 1 + k / omega l k = (k + omega l k) * (1 / omega l k) := by
          rw [add_mul, mul_one_div, mul_one_div, div_self h0, add_comm]
        rw [e, mul_div_cancel_left₀ _ (hsum k)]
      refine ((h3.fun_sub h2).const_mul (2 / 3)).congr_deriv ?_
      have e : 1 / omega l k = omega l k ^ 2 / omega l k ^ 3 := by field_simp
      unfold transverseDensity
      rw [e, hs]
      ring
    rw [intervalIntegral.integral_eq_sub_of_hasDerivAt hd
      ((continuous_densities hl).1.intervalIntegrable 0 K),
      Real.log_div (hsum K) hl.ne', hzero, zero_add, zero_div]
    ring
  · -- the primitive is 1/9 times the cube of the velocity
    have hd : ∀ k ∈ Set.uIcc 0 K, HasDerivAt
        (fun q => 1 / 9 * (q / omega l q) ^ 3) (longitudinalDensity l k) k := by
      intro k _
      refine (((hasDerivAt_energy_velocity hl k).2.fun_pow 3).const_mul
        (1 / 9)).congr_deriv ?_
      have e : (3 - 1 : ℕ) = 2 := rfl
      unfold longitudinalDensity
      rw [e]
      push_cast
      ring
    rw [intervalIntegral.integral_eq_sub_of_hasDerivAt hd
      ((continuous_densities hl).2.intervalIntegrable 0 K), zero_div]
    ring

/-- At large momentum the energy of a photon of positive mass approaches its momentum,
in ratio. -/
theorem tendsto_energy_ratio {l : ℝ} (hl : 0 < l) :
    Tendsto (fun K => omega l K / K) atTop (𝓝 1) := by
  have hup : Tendsto (fun K : ℝ => 1 + l / K) atTop (𝓝 (1 + 0)) :=
    tendsto_const_nhds.add (tendsto_const_nhds.div_atTop tendsto_id)
  rw [add_zero] at hup
  -- squeeze using K ≤ ω ≤ K + l
  refine tendsto_of_tendsto_of_tendsto_of_le_of_le' tendsto_const_nhds hup ?_ ?_
  · filter_upwards [eventually_gt_atTop 0] with K hK
    rw [le_div_iff₀ hK, one_mul]
    exact (Real.le_sqrt' hK).2 (by nlinarith [sq_nonneg l])
  · filter_upwards [eventually_gt_atTop 0] with K hK
    have h : omega l K ≤ K + l :=
      Real.sqrt_le_iff.2 ⟨by positivity, by nlinarith [mul_pos hK hl]⟩
    have e : (1 + l / K) * K = K + l := by field_simp
    rw [div_le_iff₀ hK, e]
    exact h

/-- For positive photon mass, `3/2` times the integral of the transverse density from `0` to `K`,
minus `ln (2K/l)`, tends to `-1`, and `3/2` times that of the longitudinal density tends to `1/6`,
as `K → ∞`. -/
theorem polarization_limits {l : ℝ} (hl : 0 < l) :
    Tendsto (fun K => 3 / 2 * (∫ k in (0 : ℝ)..K, transverseDensity l k)
      - Real.log (2 * K / l)) atTop (𝓝 (-1)) ∧
    Tendsto (fun K => 3 / 2 * (∫ k in (0 : ℝ)..K, longitudinalDensity l k))
      atTop (𝓝 (1 / 6)) := by
  have hr := tendsto_energy_ratio hl
  have hv : Tendsto (fun K => K / omega l K) atTop (𝓝 1) := by
    have h : Tendsto (fun K => (omega l K / K)⁻¹) atTop (𝓝 (1 : ℝ)⁻¹) :=
      hr.inv₀ one_ne_zero
    simpa only [inv_div, inv_one] using h
  constructor
  · have h1 : Tendsto (fun K => (1 + omega l K / K) / 2) atTop (𝓝 ((1 + 1) / 2)) :=
      (tendsto_const_nhds.add hr).div_const 2
    have h2 : Tendsto (fun K => Real.log ((1 + omega l K / K) / 2) - K / omega l K)
        atTop (𝓝 (Real.log ((1 + 1) / 2) - 1)) := (h1.log (by norm_num)).sub hv
    have e : Real.log ((1 + 1) / 2) - 1 = -1 := by norm_num
    rw [e] at h2
    refine h2.congr' ?_
    filter_upwards [eventually_gt_atTop 0] with K hK
    have hp := (omega_pos_and_sq hl K).1
    have e2 : (1 + omega l K / K) / 2 = ((K + omega l K) / l) / (2 * K / l) := by
      field_simp
    rw [(closed_forms hl K).1, e2, Real.log_div (by positivity) (by positivity)]
    ring
  · have h : Tendsto (fun K => (K / omega l K) ^ 3 / 6) atTop (𝓝 ((1 : ℝ) ^ 3 / 6)) :=
      (hv.pow 3).div_const 6
    rw [one_pow] at h
    exact h.congr (fun K => (closed_forms hl K).2.symm)

/-- For positive photon mass `l`, the three-polarization soft-photon integral up to `K`,
minus `ln (2K/l)`, tends to `-5/6` as `K → ∞`. -/
theorem softIntegral_limit {l : ℝ} (hl : 0 < l) :
    Tendsto (fun K => softIntegral l 0 K - Real.log (2 * K / l)) atTop (𝓝 (-5 / 6)) := by
  obtain ⟨ht, hg⟩ := polarization_limits hl
  have h := ht.add hg
  have e : (-1 : ℝ) + 1 / 6 = -5 / 6 := by norm_num
  rw [e] at h
  refine h.congr (fun K => ?_)
  have hi : (∫ k in (0 : ℝ)..K, softDensity l k) =
      (∫ k in (0 : ℝ)..K, transverseDensity l k) +
        ∫ k in (0 : ℝ)..K, longitudinalDensity l k := by
    rw [← intervalIntegral.integral_add
      ((continuous_densities hl).1.intervalIntegrable 0 K)
      ((continuous_densities hl).2.intervalIntegrable 0 K)]
    exact intervalIntegral.integral_congr (fun k _ => softDensity_split hl k)
  unfold softIntegral
  rw [hi]
  ring

/-- For a massless photon the soft-photon integral between positive momenta `a` and `K`
is `ln (K/a)`. -/
theorem softIntegral_massless {a K : ℝ} (ha : 0 < a) (hK : 0 < K) :
    softIntegral 0 a K = Real.log (K / a) := by
  have hi : (∫ k in a..K, softDensity 0 k) = ∫ k in a..K, 2 / 3 * k⁻¹ := by
    refine intervalIntegral.integral_congr (fun k hk => ?_)
    have hk0 : 0 < k := (lt_min ha hK).trans_le hk.1
    have hw : omega 0 k = k := by simp [omega, Real.sqrt_sq hk0.le]
    change softDensity 0 k = 2 / 3 * k⁻¹
    unfold softDensity
    rw [hw]
    field_simp
    norm_num
  unfold softIntegral
  rw [hi, intervalIntegral.integral_const_mul, integral_inv_of_pos ha hK]
  ring

/-- A photon mass `l > 0` and a lower momentum cutoff `kmin > 0` on massless photons give the
same soft-photon integral as `K → ∞` exactly when `ln l = ln (2 kmin) - 5/6`. -/
theorem matching_rule {l kmin : ℝ} (hl : 0 < l) (hk : 0 < kmin) :
    Tendsto (fun K => softIntegral l 0 K - softIntegral 0 kmin K) atTop (𝓝 0) ↔
      Real.log l = Real.log (2 * kmin) - 5 / 6 := by
  -- the difference of the two regulators always has a finite limit
  have h : Tendsto (fun K => softIntegral l 0 K - softIntegral 0 kmin K) atTop
      (𝓝 (-5 / 6 + (Real.log (2 * kmin) - Real.log l))) := by
    refine ((softIntegral_limit hl).add_const
      (Real.log (2 * kmin) - Real.log l)).congr' ?_
    filter_upwards [eventually_gt_atTop 0] with K hK
    rw [softIntegral_massless hk hK, Real.log_div (by positivity) hl.ne',
      Real.log_div hK.ne' hk.ne', Real.log_mul two_ne_zero hK.ne',
      Real.log_mul two_ne_zero hk.ne']
    ring
  constructor
  · intro h0
    have e := tendsto_nhds_unique h h0
    linarith
  · intro e
    have e0 : -5 / 6 + (Real.log (2 * kmin) - Real.log l) = 0 := by linarith
    rwa [e0] at h

end

end LambShiftPhotonMass
```

## Two regulators, one integral

Units are $\hbar=c=1$. The photon mass, often written $\lambda$ or $\mu$ in textbooks, is `l` here, and `omega l k` is the photon energy $\omega(k)=\sqrt{k^2+l^2}$. The function `softIntegral l a K` takes the photon mass, the lower limit and the upper limit, in that order, and stands for

$$
S(l,a,K)=\frac32\int_a^K \frac{k^2}{\omega^3}\left(1-\frac{k^2}{3\omega^2}\right)dk .
$$

The prefactor $3/2$ is a normalisation that makes the massless integral a plain logarithm.

Two theorems carry the result. `softIntegral_limit` says that for every $l>0$,

$$
S(l,0,K)-\ln\frac{2K}{l}\;\to\;-\frac56\qquad(K\to\infty).
$$

In Lean this is a `Tendsto` statement: `atTop` is the limit $K\to\infty$, and `𝓝 (-5 / 6)` is the neighbourhood filter of the limiting value. `matching_rule` takes $l>0$ and $k_{\min}>0$ and states an equivalence: the difference $S(l,0,K)-S(0,k_{\min},K)$ tends to zero if and only if $\ln l=\ln(2k_{\min})-5/6$. Each integral grows without bound, so it is their difference that is compared. Solved for the mass, the rule reads $l=2e^{-5/6}k_{\min}\approx0.87\,k_{\min}$.

## Where the density comes from

When a slow electron changes its velocity by $\Delta\mathbf v$, its coupling to a soft photon of momentum $\mathbf k$ is proportional to a current with space part $\Delta\mathbf v/\omega$ and time part $\Delta\mathbf v\cdot\mathbf k/\omega^2$. This current is conserved, so the sum over the three polarizations of a massive photon is

$$
\frac{|\Delta\mathbf v|^2}{\omega^2}-\frac{(\Delta\mathbf v\cdot\mathbf k)^2}{\omega^4}.
$$

Averaging over directions replaces $(\Delta\mathbf v\cdot\mathbf k)^2$ by $|\Delta\mathbf v|^2k^2/3$. The phase-space factor $d^3k/(2\omega)$ contributes $k^2\,dk/\omega$, up to constants. The product is the integrand above, which the file takes as the definition `softDensity`.

The step from this model to the atom is the use of that density for the electron's actual self-energy. It requires a momentum $K$ that is large compared with $l$ and $k_{\min}$ but still small compared with the electron mass; the limit $K\to\infty$ represents only the first of these conditions.

For the hydrogen Lamb shift, the rule translates a relativistic high-energy part computed with a photon mass into one with a momentum cutoff, within this leading soft-photon approximation for a slow electron. The result can then be joined to a nonrelativistic low-energy part, provided $k_{\min}$ is also large compared with the atomic excitation energies, which the density leaves out.

## The constant as $-1+1/6$

**Splitting the polarizations.** Since $\omega^2=k^2+l^2$,

$$
1-\frac{k^2}{3\omega^2}=\frac{2\omega^2+l^2}{3\omega^2}=\frac23+\frac{l^2}{3\omega^2}.
$$

The first term belongs to the two transverse polarizations, the second to the longitudinal one. This is `softDensity_split`; there `field_simp` clears the denominators and `linear_combination hs` inserts the dispersion relation, supplied by `omega_pos_and_sq`.

**Two derivatives.** Differentiating the photon's energy and its velocity $v=k/\omega$ (not the electron's velocity $\mathbf v$ of the previous section) gives

$$
\frac{d\omega}{dk}=\frac{k}{\omega},\qquad
\frac{dv}{dk}=\frac{\omega-k^2/\omega}{\omega^2}=\frac{l^2}{\omega^3}.
$$

Both are in `hasDerivAt_energy_velocity`.

**Exact integrals.** With the prefactor $3/2$, the transverse integrand is

$$
\frac{k^2}{\omega^3}=\frac1\omega-\frac{l^2}{\omega^3}.
$$

Here $1/\omega$ is the derivative of $\ln(k+\omega)$, because $(1+k/\omega)/(k+\omega)=1/\omega$, and $l^2/\omega^3$ is the derivative of $v$. The longitudinal integrand is

$$
\frac12\,\frac{k^2}{\omega^2}\,\frac{l^2}{\omega^3}=\frac12v^2\frac{dv}{dk},
$$

the derivative of $v^3/6$. At $k=0$ the energy is $l$ and the velocity is zero. Writing $\omega_K=\omega(K)$, the integrals from $0$ to $K$ are therefore

$$
\ln\frac{K+\omega_K}{l}-\frac{K}{\omega_K}
\qquad\text{and}\qquad
\frac16\left(\frac{K}{\omega_K}\right)^3 .
$$

These are the two halves of `closed_forms`.

**Large momentum.** For $K>0$ we have $K\le\omega_K\le K+l$, so $\omega_K/K$ lies between $1$ and $1+l/K$ and tends to $1$. This is the squeeze in `tendsto_energy_ratio`. Subtracting the logarithm from the transverse part leaves

$$
\ln\frac{1+\omega_K/K}{2}-\frac{K}{\omega_K}\;\to\;0-1=-1,
$$

while the longitudinal part tends to $1/6$. `polarization_limits` records the two limits separately, and `softIntegral_limit` adds them to $-5/6$, using the continuity of both shares from `continuous_densities` to split the integral. Leaving out the longitudinal polarization would thus give the constant $-1$.

**The massless side.** For $l=0$ and $k>0$ we have $\omega=k$, and the density reduces to $2/(3k)$. Hence $S(0,k_{\min},K)=\ln(K/k_{\min})$ for every $K>0$, which is `softIntegral_massless` with its lower limit `a` set to $k_{\min}$.

**Matching.** Subtracting the two regulated integrals gives

$$
S(l,0,K)-\ln\frac{K}{k_{\min}}
=\left[S(l,0,K)-\ln\frac{2K}{l}\right]+\ln(2k_{\min})-\ln l ,
$$

which tends to $-5/6+\ln(2k_{\min})-\ln l$. In `matching_rule` this limit is established first, as `h`. If the difference also tends to zero, `tendsto_nhds_unique` forces the two limits to be equal, and the rule follows. Conversely, the rule makes the limit in `h` equal to zero.

## From a derivative to an integral in Mathlib

The closed forms rest on `intervalIntegral.integral_eq_sub_of_hasDerivAt`, a version of the fundamental theorem of calculus. It asks for two things: a function whose derivative is the integrand at every point of the interval, and integrability of the integrand. It returns the difference of the endpoint values. Lean does not search for the primitive; the file writes it down and proves its derivative, and `congr_deriv` exchanges the derivative produced by the chain and quotient rules for the density as defined.

The interval is `Set.uIcc 0 K`, the closed interval between $0$ and $K$ in whichever order they stand. `closed_forms` therefore holds for negative $K$ as well, and the logarithm needs $k+\omega\ne0$ for every real $k$. The auxiliary statement `hsum` provides this: $\omega=-k$ would give $\omega^2=k^2$, in conflict with $\omega^2=k^2+l^2$ and $l>0$.

## A vanishing photon mass

Suppose `softIntegral_limit` were claimed for $l=0$. The density is then $2/(3k)$ for $k>0$, and its integral from $0$ diverges logarithmically at the lower end: this is the infrared divergence that the photon mass is there to remove. Lean assigns the value $0$ to a non-integrable integral and also to `Real.log (2 * K / 0)`, so the formal expression is $0$ for every $K>0$ and does not tend to $-5/6$. The example shows that $l\neq0$ is needed; positivity is the physical choice of sign for a mass.

```lean
#print axioms LambShiftPhotonMass.matching_rule
```

```
'LambShiftPhotonMass.matching_rule' depends on axioms: [propext, Classical.choice, Quot.sound]
```
